# A finite harmonic lattice with positive masses and symmetric force constants has an energy that splits into independent mode energies

For positive masses $m_i$ and a real symmetric force-constant matrix $\Phi$, there is an invertible matrix $S$ with $S^T M S = 1$ and $S^T \Phi S$ diagonal, where $M=\mathrm{diag}(m)$. In coordinates $u = SQ$, the kinetic plus harmonic energy of the lattice is then a sum of one-oscillator energies. I use this whenever I compute phonons or molecular vibrations, and I would like to see it proved in full and checked by Lean. Can the proof also show whether both assumptions are needed, and that the equations of motion separate along with the energy?

## Yes: scale by the masses, then rotate

Let $u_i$ be the displacements and $v_i$ the velocities. The energy is

$$E(u,v) = \tfrac12\sum_i m_i v_i^2 + \tfrac12\,u^T\Phi u .$$

Put $W = \mathrm{diag}(1/\sqrt{m_i})$, so that $WMW = 1$. The mass-scaled matrix $D = W\Phi W$ is symmetric because $\Phi$ is. An orthogonal matrix $U$ therefore diagonalises it: $U^TU=1$ and $U^TDU=\Lambda=\mathrm{diag}(\lambda_k)$. Now take $S = WU$. Then

$$S^TMS = U^T(WMW)U = U^TU = 1,\qquad S^T\Phi S = U^TDU = \Lambda .$$

Insert $u = SQ$ and $v = SP$, where $Q_k$ and $P_k$ are the coordinate and velocity of mode $k$:

$$v^TMv = P^TS^TMSP = \sum_k P_k^2,\qquad u^T\Phi u = Q^T\Lambda Q = \sum_k\lambda_kQ_k^2 .$$

Hence $E = \sum_k\left(\tfrac12P_k^2+\tfrac12\lambda_kQ_k^2\right)$. For a single coordinate this is just $S = 1/\sqrt m$ and $\lambda = \Phi/m$. The number $\lambda_k$ is a squared frequency and may be zero or negative, in which case the "oscillator" drifts or runs away.

**Invertibility and the two assumptions.** The relation $(S^TM)S=1$ gives $S$ a left inverse. Since $S$ is square, this is also a right inverse, so $SS^TM=1$. In the same way $S^T(MS)=1$ gives $MSS^T=1$. The diagonal entries of the last relation read $m_i\sum_kS_{ik}^2=1$, which forces $m_i>0$. Moreover,

$$\Phi = (MSS^T)\,\Phi\,(SS^TM) = MS\Lambda S^TM,$$

which is symmetric. So the two matrix relations can be satisfied only under the stated assumptions. This concerns the relations and not the energy alone: $u^T\Phi u$ sees only the symmetric part of $\Phi$.

**Motion.** Newton's equations are $\dot u=v$ and $M\dot v=-\Phi u$. Multiplying the first by $S^TM$ and the second by $S^T$ gives $\dot Q_k=P_k$ and $\dot P_k=-\lambda_kQ_k$. Conversely, multiply $\dot Q=P$ by $S$ and $\dot P=-\Lambda Q$ by $MS$. Since $MS\Lambda=MSS^T\Phi S=\Phi S$, Newton's equations return.

**Stability.** Displacing along mode $k$ alone, with $Q_k=1$ and all other coordinates zero, gives $u^T\Phi u=\lambda_k$. Every $u$ equals $SQ$ with $Q=S^TMu$, so $u^T\Phi u=\sum_k\lambda_kQ_k^2$. The harmonic energy is thus nonnegative for all displacements exactly when every $\lambda_k\ge0$. This is a condition on the energy and does not bound the motion: a mode with $\lambda_k=0$ satisfies it and can still drift.

## What the Lean definitions say about the lattice

The finite type `n` labels Cartesian displacement components. For atoms in three dimensions, `m` repeats each atomic mass three times. A vector is a function `n → ℝ`, `*ᵥ` applies a matrix to a vector, and `⬝ᵥ` is the dot product.

- `energy m Φ u v` is $E(u,v)$, and `oscillatorEnergy lam q p` is $\tfrac12p^2+\tfrac12\lambda q^2$. The modes have unit mass, so `p` is both velocity and momentum.
- `IsNormalModes m Φ S lam` holds the two relations $S^TMS=1$ and $S^T\Phi S=\mathrm{diag}(\lambda)$. The columns of `S` are displacement patterns normalised with the mass matrix.
- `IsMotion m Φ u v` says that Newton's equations hold at every real time.

The main theorem, `exists_decoupling`, takes `∀ i, 0 < m i` and `Φ.IsSymm`. It returns `S` and `lam` with `IsUnit S` (invertibility), the two matrix relations, and the energy identity for all `Q` and `P`. Positive mass means that every coordinate carries inertia. Symmetry is what the second derivatives of a smooth potential energy satisfy; here it is assumed of `Φ`, with no potential behind it.

`exists_normalModes_iff` states that modes exist exactly under these two conditions. `IsNormalModes.motion_iff` and `IsNormalModes.stable_iff` hold for any choice of modes, which matters because `S` is not unique.

The model is classical, finite and harmonic. It has no wavevectors, no complex dynamical matrices and no translational sum rule. Within this finite harmonic model, the splitting is the starting point for treating each vibration with $\lambda_k>0$ as a separate quantum oscillator.

```lean
import Mathlib

open Matrix

namespace NormalModeDecoupling

noncomputable section

variable {n : Type*} [Fintype n] [DecidableEq n]

/-- Kinetic plus harmonic potential energy for masses `m`, force constants `Φ`,
displacements `u` and velocities `v`. -/
def energy (m : n → ℝ) (Φ : Matrix n n ℝ) (u v : n → ℝ) : ℝ :=
  (∑ i, m i * v i ^ 2) / 2 + (u ⬝ᵥ Φ *ᵥ u) / 2

/-- Energy of one oscillator of unit mass with squared frequency `lam`,
coordinate `q` and velocity `p`. -/
def oscillatorEnergy (lam q p : ℝ) : ℝ := p ^ 2 / 2 + lam * q ^ 2 / 2

/-- The columns of `S` are mass-normalised modes in which the force constants are diagonal,
with entries `lam`. -/
structure IsNormalModes (m : n → ℝ) (Φ S : Matrix n n ℝ) (lam : n → ℝ) : Prop where
  mass : Sᵀ * diagonal m * S = 1
  force : Sᵀ * Φ * S = diagonal lam

/-- Displacements `u` and velocities `v` follow Newton's equations: `u` changes at the rate `v`,
and the momenta change at the rate of the harmonic force `-Φ u`. -/
def IsMotion (m : n → ℝ) (Φ : Matrix n n ℝ) (u v : ℝ → n → ℝ) : Prop :=
  ∀ t, HasDerivAt u (v t) t ∧
    HasDerivAt (fun s => diagonal m *ᵥ v s) (-(Φ *ᵥ u t)) t

omit [DecidableEq n] in
/-- Under a linear change of coordinates `S`, the matrix `A` of a bilinear form
becomes `Sᵀ A S`. -/
theorem form_congr (S A : Matrix n n ℝ) (x y : n → ℝ) :
    (S *ᵥ x) ⬝ᵥ A *ᵥ (S *ᵥ y) = x ⬝ᵥ (Sᵀ * A * S) *ᵥ y := by
  rw [← mulVec_mulVec, ← mulVec_mulVec, Matrix.dotProduct_mulVec x Sᵀ, vecMul_transpose]

/-- The quadratic form of a diagonal matrix is a weighted sum of squares. -/
theorem form_diagonal (d x : n → ℝ) :
    x ⬝ᵥ diagonal d *ᵥ x = ∑ i, d i * x i ^ 2 := by
  simp only [dotProduct, mulVec_diagonal]
  exact Finset.sum_congr rfl fun i _ => by ring

/-- A real symmetric matrix is diagonalised by an orthogonal matrix. -/
theorem exists_orthogonal_diagonalisation {A : Matrix n n ℝ} (h : A.IsSymm) :
    ∃ (U : Matrix n n ℝ) (d : n → ℝ), Uᵀ * U = 1 ∧ Uᵀ * A * U = diagonal d := by
  have hA : A.IsHermitian := (conjTranspose_eq_transpose_of_trivial A).trans h
  -- the eigenvectors are the columns of `U`
  let U : Matrix n n ℝ := fun i j => (hA.eigenvectorBasis j).ofLp i
  have hU : Uᵀ * U = 1 := by
    ext i j
    have ho := orthonormal_iff_ite.mp hA.eigenvectorBasis.orthonormal i j
    rw [PiLp.inner_apply] at ho
    rw [Matrix.one_apply, ← ho, Matrix.mul_apply]
    refine Finset.sum_congr rfl fun k _ => ?_
    show (hA.eigenvectorBasis i).ofLp k * (hA.eigenvectorBasis j).ofLp k =
      inner ℝ ((hA.eigenvectorBasis i).ofLp k) ((hA.eigenvectorBasis j).ofLp k)
    simp [mul_comm]
  have hAU : A * U = U * diagonal hA.eigenvalues := by
    ext i j
    have he := congrFun (hA.mulVec_eigenvectorBasis j) i
    rw [mul_diagonal]
    exact he.trans (mul_comm _ _)
  exact ⟨U, hA.eigenvalues, hU, by
    rw [Matrix.mul_assoc, hAU, ← Matrix.mul_assoc, hU, Matrix.one_mul]⟩

/-- Mass-normalised modes are complete: `S Sᵀ M = 1` and `M S Sᵀ = 1`. -/
theorem IsNormalModes.completeness {m lam : n → ℝ} {Φ S : Matrix n n ℝ}
    (h : IsNormalModes m Φ S lam) :
    S * (Sᵀ * diagonal m) = 1 ∧ diagonal m * S * Sᵀ = 1 :=
  ⟨mul_eq_one_comm.mp h.mass,
    mul_eq_one_comm.mp (by rw [← Matrix.mul_assoc]; exact h.mass)⟩

/-- Normal modes exist exactly when all masses are positive and the force-constant matrix
is symmetric. -/
theorem exists_normalModes_iff (m : n → ℝ) (Φ : Matrix n n ℝ) :
    (∃ S lam, IsNormalModes m Φ S lam) ↔ (∀ i, 0 < m i) ∧ Φ.IsSymm := by
  constructor
  · rintro ⟨S, lam, h⟩
    obtain ⟨c1, c2⟩ := h.completeness
    constructor
    · -- the diagonal of `M S Sᵀ = 1` reads `m i * ∑ k, S i k ^ 2 = 1`
      intro i
      have hi := congrFun (congrFun c2 i) i
      simp only [Matrix.mul_apply (M := diagonal m * S), diagonal_mul, transpose_apply,
        one_apply_eq] at hi
      by_contra hneg
      have hle : ∑ k, m i * S i k * S i k ≤ 0 :=
        Finset.sum_nonpos fun k _ => by
          nlinarith [mul_nonneg (neg_nonneg.mpr (not_lt.mp hneg)) (mul_self_nonneg (S i k))]
      linarith
    · -- `Φ` is recovered from its diagonal form by a congruence
      have e : Φ = diagonal m * S * diagonal lam * (Sᵀ * diagonal m) := by
        rw [← h.force]
        calc Φ = (diagonal m * S * Sᵀ) * Φ * (S * (Sᵀ * diagonal m)) := by
              rw [c1, c2, Matrix.one_mul, Matrix.mul_one]
          _ = _ := by simp only [Matrix.mul_assoc]
      show Φᵀ = Φ
      rw [e]
      simp only [transpose_mul, diagonal_transpose, transpose_transpose, Matrix.mul_assoc]
  · rintro ⟨hm, hΦ⟩
    -- scale by inverse square roots of the masses, then diagonalise
    let w : n → ℝ := fun i => (√(m i))⁻¹
    have key : ∀ s x : ℝ, s ≠ 0 → s * s = x → s⁻¹ * x * s⁻¹ = 1 := by
      rintro s x hs rfl
      field_simp
    have hW : diagonal w * diagonal m * diagonal w = 1 := by
      rw [diagonal_mul_diagonal, diagonal_mul_diagonal, ← diagonal_one]
      congr 1
      funext i
      exact key _ _ (Real.sqrt_pos.mpr (hm i)).ne' (Real.mul_self_sqrt (hm i).le)
    have hD : (diagonal w * Φ * diagonal w).IsSymm := by
      show (diagonal w * Φ * diagonal w)ᵀ = _
      rw [transpose_mul, transpose_mul, diagonal_transpose, hΦ.eq, Matrix.mul_assoc]
    obtain ⟨U, d, hU, hd⟩ := exists_orthogonal_diagonalisation hD
    have hc : ∀ A : Matrix n n ℝ, (diagonal w * U)ᵀ * A * (diagonal w * U) =
        Uᵀ * (diagonal w * A * diagonal w) * U := by
      intro A
      simp only [transpose_mul, diagonal_transpose, Matrix.mul_assoc]
    exact ⟨diagonal w * U, d, by rw [hc, hW, Matrix.mul_one, hU], by rw [hc, hd]⟩

/-- In normal coordinates the total energy is the sum of the energies of
independent oscillators. -/
theorem IsNormalModes.energy_eq_sum {m lam : n → ℝ} {Φ S : Matrix n n ℝ}
    (h : IsNormalModes m Φ S lam) (Q P : n → ℝ) :
    energy m Φ (S *ᵥ Q) (S *ᵥ P) = ∑ k, oscillatorEnergy (lam k) (Q k) (P k) := by
  unfold energy oscillatorEnergy
  rw [← form_diagonal m (S *ᵥ P), form_congr, form_congr, h.mass, h.force, one_mulVec,
    form_diagonal, Finset.sum_add_distrib, ← Finset.sum_div, ← Finset.sum_div]
  simp only [dotProduct, pow_two]

/-- For positive masses and symmetric force constants there is an invertible change of
coordinates `u = S Q` that turns the mass matrix into the identity, makes the force constants
diagonal, and splits the energy into independent oscillator energies. -/
theorem exists_decoupling (m : n → ℝ) (Φ : Matrix n n ℝ) (hm : ∀ i, 0 < m i)
    (hΦ : Φ.IsSymm) :
    ∃ (S : Matrix n n ℝ) (lam : n → ℝ), IsUnit S ∧
      Sᵀ * diagonal m * S = 1 ∧ Sᵀ * Φ * S = diagonal lam ∧
      ∀ Q P : n → ℝ, energy m Φ (S *ᵥ Q) (S *ᵥ P) =
        ∑ k, oscillatorEnergy (lam k) (Q k) (P k) := by
  obtain ⟨S, lam, h⟩ := (exists_normalModes_iff m Φ).mpr ⟨hm, hΦ⟩
  exact ⟨S, lam, ⟨⟨S, Sᵀ * diagonal m, h.completeness.1, h.mass⟩, rfl⟩,
    h.mass, h.force, h.energy_eq_sum⟩

/-- The harmonic energy is nonnegative for every displacement exactly when no squared
mode frequency is negative. -/
theorem IsNormalModes.stable_iff {m lam : n → ℝ} {Φ S : Matrix n n ℝ}
    (h : IsNormalModes m Φ S lam) :
    (∀ u : n → ℝ, 0 ≤ u ⬝ᵥ Φ *ᵥ u) ↔ ∀ k, 0 ≤ lam k := by
  constructor
  · intro h0 k
    -- displace the lattice along mode `k` alone
    have hk := h0 (S *ᵥ Pi.single k 1)
    rw [form_congr, h.force, form_diagonal] at hk
    simpa [Pi.single_apply] using hk
  · intro hl u
    have hu : S *ᵥ ((Sᵀ * diagonal m) *ᵥ u) = u := by
      rw [mulVec_mulVec, h.completeness.1, one_mulVec]
    rw [← hu, form_congr, h.force, form_diagonal]
    exact Finset.sum_nonneg fun k _ => mul_nonneg (hl k) (sq_nonneg _)

omit [DecidableEq n] in
/-- A constant matrix can be taken out of a time derivative. -/
theorem hasDerivAt_mulVec (A : Matrix n n ℝ) {f : ℝ → n → ℝ} {f' : n → ℝ} {t : ℝ}
    (h : HasDerivAt f f' t) : HasDerivAt (fun s => A *ᵥ f s) (A *ᵥ f') t := by
  refine hasDerivAt_pi.mpr fun i => ?_
  simp only [mulVec, dotProduct]
  exact HasDerivAt.fun_sum fun j _ => (hasDerivAt_pi.mp h j).const_mul (A i j)

/-- The lattice obeys Newton's equations exactly when every normal coordinate obeys
its own oscillator equation. -/
theorem IsNormalModes.motion_iff {m lam : n → ℝ} {Φ S : Matrix n n ℝ}
    (h : IsNormalModes m Φ S lam) (Q P : ℝ → n → ℝ) :
    IsMotion m Φ (fun t => S *ᵥ Q t) (fun t => S *ᵥ P t) ↔
      ∀ t k, HasDerivAt (fun s => Q s k) (P t k) t ∧
        HasDerivAt (fun s => P s k) (-(lam k * Q t k)) t := by
  constructor
  · intro hN t k
    obtain ⟨h1, h2⟩ := hN t
    -- project Newton's equations on the modes
    have a := hasDerivAt_mulVec (Sᵀ * diagonal m) h1
    have b := hasDerivAt_mulVec Sᵀ h2
    simp only [mulVec_mulVec, h.mass, one_mulVec] at a
    simp only [mulVec_neg, mulVec_mulVec, ← Matrix.mul_assoc, h.mass, h.force,
      one_mulVec] at b
    refine ⟨hasDerivAt_pi.mp a k, ?_⟩
    simpa only [Pi.neg_apply, mulVec_diagonal] using hasDerivAt_pi.mp b k
  · intro hq t
    have a : HasDerivAt Q (P t) t := hasDerivAt_pi.mpr fun k => (hq t k).1
    have b : HasDerivAt P (-(diagonal lam *ᵥ Q t)) t := hasDerivAt_pi.mpr fun k => by
      simpa only [Pi.neg_apply, mulVec_diagonal] using (hq t k).2
    have e : diagonal m * S * diagonal lam = Φ * S := by
      rw [← h.force, Matrix.mul_assoc Sᵀ, ← Matrix.mul_assoc (diagonal m * S),
        h.completeness.2, Matrix.one_mul]
    refine ⟨hasDerivAt_mulVec S a, ?_⟩
    -- superpose the mode equations
    have c := hasDerivAt_mulVec (diagonal m * S) b
    simp only [mulVec_neg, mulVec_mulVec, e] at c
    simp only [mulVec_mulVec]
    exact c

end

end NormalModeDecoupling
```

```lean
#print axioms NormalModeDecoupling.exists_decoupling
#print axioms NormalModeDecoupling.IsNormalModes.stable_iff
#print axioms NormalModeDecoupling.IsNormalModes.motion_iff
```

```
'NormalModeDecoupling.exists_decoupling' depends on axioms: [propext, Classical.choice, Quot.sound]
'NormalModeDecoupling.IsNormalModes.stable_iff' depends on axioms: [propext, Classical.choice, Quot.sound]
'NormalModeDecoupling.IsNormalModes.motion_iff' depends on axioms: [propext, Classical.choice, Quot.sound]
```

## From the spectral theorem to separate equations of motion

`form_congr` is the rule $(Sx)^TA(Sy)=x^T(S^TAS)y$, and `form_diagonal` writes a diagonal quadratic form as a weighted sum of squares. Together they carry the energy calculation: `IsNormalModes.energy_eq_sum` rewrites both halves of the energy with `form_congr`, inserts `h.mass` and `h.force`, and collects the terms mode by mode.

`exists_orthogonal_diagonalisation` supplies $U$. A real symmetric matrix is Hermitian, so Mathlib provides an orthonormal `eigenvectorBasis`, whose vectors become the columns of `U`. Orthonormality gives `hU`, which is $U^TU=1$. The eigenvalue equations, taken column by column, give `hAU`, which is $AU=U\Lambda$; multiplying by $U^T$ finishes the lemma.

In `exists_normalModes_iff`, the second half is the construction by hand. There `w` holds the inverse square roots of the masses, `hW` is $WMW=1$, `hD` is the symmetry of $W\Phi W$, and `hc` regroups $(WU)^TA(WU)$ as $U^T(WAW)U$. The first half reads the masses off the diagonal of $MSS^T=1$: a nonpositive $m_i$ would make a sum equal to 1 nonpositive. It then rebuilds $\Phi$ as $MS\Lambda S^TM$ and transposes it.

`exists_decoupling` packages these results, with $S^TM$ as the explicit inverse of $S$. `IsNormalModes.stable_iff` uses `Pi.single k 1` as the displacement along one mode, and completeness to expand an arbitrary `u`. For the dynamics, `hasDerivAt_mulVec` moves a constant matrix through a time derivative. `IsNormalModes.motion_iff` then applies the same multiplications as above, with `e` standing for $MS\Lambda=\Phi S$.

## One equation, bracketed twice

The proof turns on `mul_eq_one_comm`, which says that $AB=1$ and $BA=1$ are equivalent, here for real square matrices of finite size. `IsNormalModes.completeness` applies it twice to the same normalisation. Read as $(S^TM)\,S=1$, the normalisation yields $S\,(S^TM)=1$. Rebracketed with `Matrix.mul_assoc` as $S^T(MS)=1$, it yields $(MS)\,S^T=1$.

The first result says that the modes span all displacements; the second gives the positivity of the masses and the return from mode equations to Newton's equations. Finiteness enters here in an essential way, since on an infinite-dimensional space a one-sided inverse need not be two-sided.

## The same step in a vibrational calculation

With the force constants in an array `Phi` and the masses in `m`, one per Cartesian component, the construction takes four lines of NumPy:

```python
w = 1 / np.sqrt(m)
D = w[:, None] * Phi * w[None, :]
lam, U = np.linalg.eigh(D)
S = w[:, None] * U
```

The columns of `U` are orthonormal eigenvectors of the mass-scaled matrix, while the columns of `S` are the actual displacement patterns. Using `U` in place of `S` multiplies component $i$ of every pattern by $\sqrt{m_i}$, which also changes the relative amplitudes of moving atoms with different masses. A direct test is that `S.T @ (m[:, None] * S)` is the identity up to rounding.

Force constants from finite differences are usually slightly asymmetric. By default `eigh` reads only one triangle of its input and gives no warning, so `Phi` should be symmetrised first. A negative entry of `lam` corresponds to an imaginary frequency, which many programs print as a negative number. If its magnitude exceeds the numerical noise, it marks a direction in which the harmonic energy decreases.
